# At positive temperature, averaged cluster free energies bound the free energy of the averaged Hamiltonian from below

**Q:** To bound the free energy of a four-site spin-½ Heisenberg ring from below, you diagonalise an open three-site chain with its coupling doubled, compute its free energy at inverse temperature \(\beta\), and subtract \((\log 2)/\beta\). What justifies that?

**A:** Split the ring's four bonds into two open chains of two bonds each, \(H=K_1+K_2\), and give each chain the weight \(p_c=\tfrac12\). Then \(H=\sum_c p_cH_c\) with \(H_c=K_c/p_c=2K_c\), which is where the doubling comes from. The inequality needed is

\[
\sum_c p_c F(H_c)\le F\Big(\sum_c p_cH_c\Big),\qquad F(H)=-\frac1\beta\log Z(H),\quad Z(H)=\operatorname{Tr}e^{-\beta H},
\]

for \(\beta>0\), Hermitian \(H_c\) on one finite-dimensional space, \(p_c\ge0\) and \(\sum_c p_c=1\). Units have \(k_B=1\).

**Q:** And the subtraction?

**A:** Each \(H_c\) acts on all four spins, one of them idle. The idle spin doubles \(Z\), so it lowers \(F\) by \((\log2)/\beta\). That passage from the small cluster matrix to the full space is the step the Lean hypotheses don't supply: they start with matrices of equal size.

**Q:** Show me how these quantities are defined.

**A:** The finite type `n` labels basis states and `ι` labels clusters. The definition takes the real part of the trace, which loses nothing for Hermitian \(H\), whose trace here is real.

```lean
import Mathlib

open Matrix NormedSpace

namespace ThermalAndersonBound

noncomputable section

variable {n ι : Type*} [Fintype n] [DecidableEq n] [Fintype ι]

/-- The partition function `Tr exp(-βH)`, taken as the real part of the trace. -/
def partitionFunction (β : ℝ) (H : Matrix n n ℂ) : ℝ :=
  (Matrix.trace (NormedSpace.exp ((-β) • H))).re

/-- The Helmholtz free energy `-log Z / β` at nonzero inverse temperature `β`. -/
def freeEnergy (β : ℝ) (H : Matrix n n ℂ) : ℝ :=
  -Real.log (partitionFunction β H) / β
```

**Q:** Is that really the Boltzmann sum over energy levels?

**A:** Yes. Write \(H=UDU^\dagger\), with \(U\) unitary and \(D\) diagonal with real entries \(E_i\). Then \(e^{-\beta H}=Ue^{-\beta D}U^\dagger\), and cycling the trace gives \(Z=\sum_i e^{-\beta E_i}\). This is positive when there is at least one state, the condition written `[Nonempty n]`.

In Lean, `star U` is \(U^\dagger\). The first lemma below takes the diagonalisation from Mathlib's spectral theorem. In the second, `Matrix.exp_conj` moves the exponential inside the unitary and `Matrix.trace_mul_cycle` removes the basis change. The third reads off positivity.

```lean
/-- A Hermitian Hamiltonian is diagonal, with real energies, in some orthonormal basis. -/
theorem exists_eigenbasis {H : Matrix n n ℂ} (hH : H.IsHermitian) :
    ∃ (U : Matrix n n ℂ) (E : n → ℝ), U * star U = 1 ∧
      H = U * diagonal (fun i => (E i : ℂ)) * star U := by
  refine ⟨hH.eigenvectorUnitary, hH.eigenvalues, Unitary.coe_mul_star_self _, ?_⟩
  have h := hH.spectral_theorem
  rw [Unitary.conjStarAlgAut_apply] at h
  exact h

/-- The partition function is the sum of the Boltzmann factors of the energies `E i`
of a Hamiltonian that the unitary `U` diagonalises. -/
theorem partitionFunction_eq_sum (β : ℝ) {H U : Matrix n n ℂ} {E : n → ℝ}
    (hU : U * star U = 1) (hS : H = U * diagonal (fun i => (E i : ℂ)) * star U) :
    partitionFunction β H = ∑ i, Real.exp (-β * E i) := by
  have hU' : star U * U = 1 := mul_eq_one_comm.mp hU
  have hinv : U⁻¹ = star U := Matrix.inv_eq_right_inv hU
  have hunit : IsUnit U := ⟨⟨U, star U, hU, hU'⟩, rfl⟩
  have hd : diagonal (fun i => ((-β * E i : ℝ) : ℂ))
      = (-β) • diagonal (fun i => (E i : ℂ)) := by
    ext i j
    rcases eq_or_ne i j with rfl | h
    · simp
    · simp [h]
  have h1 : (-β) • H = U * diagonal (fun i => ((-β * E i : ℝ) : ℂ)) * U⁻¹ := by
    rw [hinv, hd, Matrix.mul_smul, Matrix.smul_mul, ← hS]
  -- the exponential acts on the energies, and the trace forgets the basis
  have h2 : Matrix.trace (NormedSpace.exp ((-β) • H))
      = ((∑ i, Real.exp (-β * E i) : ℝ) : ℂ) := by
    rw [h1, Matrix.exp_conj _ _ hunit, hinv, Matrix.trace_mul_cycle, hU', one_mul,
      Matrix.exp_diagonal, Matrix.trace_diagonal, Complex.ofReal_sum]
    refine Finset.sum_congr rfl fun i _ => ?_
    rw [Pi.coe_exp, ← Complex.exp_eq_exp_ℂ, Complex.ofReal_exp]
  rw [partitionFunction, h2, Complex.ofReal_re]

/-- The partition function of a Hermitian Hamiltonian on a nonzero state space is positive. -/
theorem partitionFunction_pos [Nonempty n] (β : ℝ) {H : Matrix n n ℂ}
    (hH : H.IsHermitian) : 0 < partitionFunction β H := by
  obtain ⟨U, E, hU, hS⟩ := exists_eigenbasis hH
  rw [partitionFunction_eq_sum β hU hS]
  exact Finset.sum_pos (fun i _ => Real.exp_pos _) Finset.univ_nonempty
```

**Q:** The cluster Hamiltonians generally don't commute, so the exponential of their sum doesn't factor. How do you get past that?

**A:** By comparing only diagonal elements. Take any orthonormal basis \(|v_i\rangle\), and let \(|u_k\rangle\) be the eigenvectors of \(H\) with energies \(E_k\). With overlaps \(W_{ik}=\langle v_i|u_k\rangle\),

\[
\langle v_i|H|v_i\rangle=\sum_k |W_{ik}|^2E_k .
\]

Since \(\sum_k|W_{ik}|^2=1\), convexity of the exponential gives

\[
e^{-\beta\langle v_i|H|v_i\rangle}\le\sum_k|W_{ik}|^2e^{-\beta E_k}.
\]

Now sum over \(i\). Since \(\sum_i|W_{ik}|^2=1\) as well, the right side becomes \(\sum_k e^{-\beta E_k}=Z(H)\). This is the Peierls inequality: \(\sum_i e^{-\beta\langle v_i|H|v_i\rangle}\le Z(H)\).

`diagonal_element` is the first formula. In `peierls`, the columns of `V` are the \(|v_i\rangle\), `row` and `col` are the two normalisations, and `convexOn_exp.map_sum_le` is the convexity step. `Finset.sum_comm` then exchanges the sums over \(i\) and \(k\).

```lean
/-- A diagonal element of `W E W†`, with `E` diagonal and real, is the sum of the energies
weighted by the squared moduli of the amplitudes `W i k`. -/
theorem diagonal_element (W : Matrix n n ℂ) (E : n → ℝ) (i : n) :
    (W * diagonal (fun k => (E k : ℂ)) * star W) i i
      = ((∑ k, Complex.normSq (W i k) * E k : ℝ) : ℂ) := by
  rw [Matrix.mul_apply, Complex.ofReal_sum]
  refine Finset.sum_congr rfl fun k _ => ?_
  rw [Matrix.mul_diagonal, Matrix.star_apply, Complex.ofReal_mul, ← Complex.mul_conj,
    starRingEnd_apply]
  ring

/-- Peierls inequality: for a Hermitian Hamiltonian, the Boltzmann sum over its diagonal
elements in any orthonormal basis (the columns of `V`) is at most the partition function. -/
theorem peierls (β : ℝ) {H V : Matrix n n ℂ} (hH : H.IsHermitian) (hV : V * star V = 1) :
    ∑ i, Real.exp (-β * ((star V * H * V) i i).re) ≤ partitionFunction β H := by
  obtain ⟨U, E, hU, hS⟩ := exists_eigenbasis hH
  have hV' : star V * V = 1 := mul_eq_one_comm.mp hV
  -- squared overlaps of two orthonormal bases sum to one
  have row : ∀ W : Matrix n n ℂ, W * star W = 1 → ∀ i, ∑ k, Complex.normSq (W i k) = 1 := by
    intro W hW i
    have h := diagonal_element W (fun _ => 1) i
    simp only [Complex.ofReal_one, Matrix.diagonal_one, mul_one, hW,
      Matrix.one_apply_eq] at h
    exact Complex.ofReal_injective (by rw [Complex.ofReal_one]; exact h.symm)
  obtain ⟨W, hWdef⟩ : ∃ W, W = star V * U := ⟨_, rfl⟩
  have hW : W * star W = 1 := by
    calc W * star W = star V * (U * star U) * V := by
          rw [hWdef, star_mul, star_star]; simp only [mul_assoc]
      _ = 1 := by rw [hU, mul_one, hV']
  have col : ∀ k, ∑ i, Complex.normSq (W i k) = 1 := by
    intro k
    have h := row (star W) (by rw [star_star]; exact mul_eq_one_comm.mp hW) k
    simpa [Matrix.star_apply] using h
  have hconj : star V * H * V = W * diagonal (fun k => (E k : ℂ)) * star W := by
    rw [hS, hWdef, star_mul, star_star]
    simp only [mul_assoc]
  rw [partitionFunction_eq_sum β hU hS, hconj]
  calc _ ≤ ∑ i, ∑ k, Complex.normSq (W i k) * Real.exp (-β * E k) := by
        refine Finset.sum_le_sum fun i _ => ?_
        have h := convexOn_exp.map_sum_le (t := Finset.univ)
          (w := fun k => Complex.normSq (W i k)) (p := fun k => -β * E k)
          (fun k _ => Complex.normSq_nonneg _) (row W hW i) (fun _ _ => Set.mem_univ _)
        simp only [smul_eq_mul] at h
        have e : -β * ∑ k, Complex.normSq (W i k) * E k
            = ∑ k, Complex.normSq (W i k) * (-β * E k) := by
          rw [Finset.mul_sum]
          exact Finset.sum_congr rfl fun k _ => by ring
        rw [diagonal_element, Complex.ofReal_re, e]
        exact h
    _ = ∑ k, Real.exp (-β * E k) := by
        rw [Finset.sum_comm]
        refine Finset.sum_congr rfl fun k _ => ?_
        rw [← Finset.sum_mul, col, one_mul]
```

**Q:** That handles one Hamiltonian. Where do the clusters meet?

**A:** In the eigenbasis of the average. Let \(\bar H=\sum_c p_cH_c\) have eigenvectors \(|i\rangle\) and energies \(E_i\), and put \(a_{ci}=\langle i|H_c|i\rangle\). Taking the expectation value of \(\bar H\) in \(|i\rangle\) gives \(E_i=\sum_c p_ca_{ci}\). Write \(Z_c=Z(H_c)\) and \(L=\sum_c p_c\log Z_c\). Convexity, now with the weights \(p_c\), yields

\[
e^{-\beta E_i-L}
=\exp\Big(\sum_c p_c(-\beta a_{ci}-\log Z_c)\Big)
\le\sum_c p_c\frac{e^{-\beta a_{ci}}}{Z_c}.
\]

Summing over \(i\) and applying Peierls to each cluster,

\[
Z(\bar H)\,e^{-L}\le\sum_c p_c\frac{\sum_i e^{-\beta a_{ci}}}{Z_c}\le\sum_c p_c=1 .
\]

Hence \(\log Z(\bar H)\le\sum_c p_c\log Z_c\).

The formal theorem says this for every real \(\beta\); \(\beta=1\) is the version with plain \(e^{-H}\). In its proof, `hE` is the formula for \(E_i\) and `hsum` is the bound by 1, obtained through the same chain of inequalities. The last lines multiply by \(e^L\) and take the logarithm.

```lean
/-- For Hermitian matrices of nonzero size and nonnegative weights summing to one, the log
partition function of the averaged Hamiltonian is at most the average of the cluster ones. -/
theorem log_partitionFunction_le [Nonempty n] (β : ℝ) (p : ι → ℝ) (H : ι → Matrix n n ℂ)
    (hH : ∀ c, (H c).IsHermitian) (hp : ∀ c, 0 ≤ p c) (hp1 : ∑ c, p c = 1) :
    Real.log (partitionFunction β (∑ c, p c • H c))
      ≤ ∑ c, p c * Real.log (partitionFunction β (H c)) := by
  have hherm : (∑ c, p c • H c).IsHermitian := by
    unfold Matrix.IsHermitian
    rw [Matrix.conjTranspose_sum]
    refine Finset.sum_congr rfl fun c _ => ?_
    rw [Matrix.conjTranspose_smul, star_trivial, (hH c).eq]
  obtain ⟨U, E, hU, hS⟩ := exists_eigenbasis hherm
  have hU' : star U * U = 1 := mul_eq_one_comm.mp hU
  have hZ := fun c => partitionFunction_pos β (hH c)
  -- each energy of the average is the average of the cluster expectation values
  have hE : ∀ i, E i = ∑ c, p c * ((star U * H c * U) i i).re := by
    intro i
    have h1 : star U * (∑ c, p c • H c) * U = diagonal (fun i => (E i : ℂ)) := by
      rw [hS]
      calc _ = (star U * U) * diagonal (fun i => (E i : ℂ)) * (star U * U) := by
            simp only [mul_assoc]
        _ = _ := by rw [hU', one_mul, mul_one]
    have h2 := congrArg (fun M : Matrix n n ℂ => (M i i).re) h1
    simp only [Finset.mul_sum, Finset.sum_mul, Matrix.mul_smul, Matrix.smul_mul,
      Matrix.sum_apply, Matrix.smul_apply, Complex.re_sum, Complex.smul_re, smul_eq_mul,
      Matrix.diagonal_apply_eq, Complex.ofReal_re] at h2
    exact h2.symm
  -- convexity of exp for the normalised Boltzmann factors, then Peierls in each cluster
  have hsum : ∑ i, Real.exp (-β * E i - ∑ c, p c * Real.log (partitionFunction β (H c)))
      ≤ 1 := by
    calc _ ≤ ∑ i, ∑ c, p c * Real.exp (-β * ((star U * H c * U) i i).re
            - Real.log (partitionFunction β (H c))) := by
          refine Finset.sum_le_sum fun i _ => ?_
          have h := convexOn_exp.map_sum_le (t := Finset.univ) (w := p)
            (p := fun c => -β * ((star U * H c * U) i i).re
              - Real.log (partitionFunction β (H c)))
            (fun c _ => hp c) hp1 (fun _ _ => Set.mem_univ _)
          simp only [smul_eq_mul] at h
          rw [hE i, Finset.mul_sum, ← Finset.sum_sub_distrib]
          refine le_trans (le_of_eq ?_) h
          exact congrArg Real.exp (Finset.sum_congr rfl fun c _ => by ring)
      _ = ∑ c, p c * ((∑ i, Real.exp (-β * ((star U * H c * U) i i).re))
            / partitionFunction β (H c)) := by
          rw [Finset.sum_comm]
          refine Finset.sum_congr rfl fun c _ => ?_
          rw [Finset.sum_div, Finset.mul_sum]
          refine Finset.sum_congr rfl fun i _ => ?_
          rw [Real.exp_sub, Real.exp_log (hZ c)]
      _ ≤ ∑ c, p c * 1 := Finset.sum_le_sum fun c _ =>
          mul_le_mul_of_nonneg_left ((div_le_one (hZ c)).2 (peierls β (hH c) hU)) (hp c)
      _ = 1 := by simp only [mul_one, hp1]
  simp only [Real.exp_sub, ← Finset.sum_div] at hsum
  rw [div_le_one (Real.exp_pos _)] at hsum
  rw [Real.log_le_iff_le_exp (partitionFunction_pos β hherm),
    partitionFunction_eq_sum β hU hS]
  exact hsum
```

**Q:** Then the free-energy statement is a division?

**A:** Yes, by \(-\beta\), which reverses the inequality when \(\beta>0\). That is the role of `hβ`.

```lean
/-- Thermal Anderson bound: at positive temperature, the average of the free energies of
Hermitian cluster Hamiltonians, with nonnegative weights summing to one, bounds the free energy
of the averaged Hamiltonian from below. -/
theorem thermal_anderson_bound [Nonempty n] {β : ℝ} (hβ : 0 < β) (p : ι → ℝ)
    (H : ι → Matrix n n ℂ) (hH : ∀ c, (H c).IsHermitian) (hp : ∀ c, 0 ≤ p c)
    (hp1 : ∑ c, p c = 1) :
    ∑ c, p c * freeEnergy β (H c) ≤ freeEnergy β (∑ c, p c • H c) := by
  have h := log_partitionFunction_le β p H hH hp hp1
  have e : ∑ c, p c * freeEnergy β (H c)
      = -(∑ c, p c * Real.log (partitionFunction β (H c))) / β := by
    rw [← Finset.sum_neg_distrib, Finset.sum_div]
    exact Finset.sum_congr rfl fun c _ => by unfold freeEnergy; ring
  rw [e, freeEnergy]
  exact (div_le_div_iff_of_pos_right hβ).2 (neg_le_neg h)
```

**Q:** My Hamiltonian arrives as a sum of terms, not as an average.

**A:** Then set \(H_c=K_c/p_c\), as for the ring. This requires \(p_c>0\), and the weights cancel in \(\sum_c p_c(K_c/p_c)=\sum_cK_c\). The weights are your choice of how to share the Hamiltonian among clusters, and different choices can give different bounds. Lean writes \(K_c/p_c\) as `(p c)⁻¹ • K c`; the proof applies the previous theorem and cancels the scalars.

```lean
/-- If a Hamiltonian is a sum of Hermitian cluster terms `K c`, its free energy at positive
temperature is at least the average of those of the rescaled clusters `K c / p c`, for positive
weights summing to one. -/
theorem cluster_decomposition_bound [Nonempty n] {β : ℝ} (hβ : 0 < β) (p : ι → ℝ)
    (K : ι → Matrix n n ℂ) (hK : ∀ c, (K c).IsHermitian) (hp : ∀ c, 0 < p c)
    (hp1 : ∑ c, p c = 1) :
    ∑ c, p c * freeEnergy β ((p c)⁻¹ • K c) ≤ freeEnergy β (∑ c, K c) := by
  have h := thermal_anderson_bound hβ p (fun c => (p c)⁻¹ • K c)
    (fun c => by
      unfold Matrix.IsHermitian
      rw [Matrix.conjTranspose_smul, star_trivial, (hK c).eq])
    (fun c => (hp c).le) hp1
  have e : ∑ c, p c • ((p c)⁻¹ • K c) = ∑ c, K c :=
    Finset.sum_congr rfl fun c _ => smul_inv_smul₀ (hp c).ne' (K c)
  rw [e] at h
  exact h
```

**Q:** Can the bound ever be attained?

**A:** It is when the clusters differ only by constant energies. If \(e\) is such a constant, every level moves by \(e\), so \(Z(H+e\mathbb 1)=\exp(-\beta e)\,Z(H)\) and \(F(H+e\mathbb 1)=F(H)+e\). For clusters \(H+e_c\mathbb 1\), the average is \(H+(\sum_cp_ce_c)\mathbb 1\), and both sides of the bound equal \(F(H)+\sum_c p_ce_c\). The letter `e` in these statements is an energy shift, neither a charge nor the base of the exponential.

`freeEnergy_shift` factors \(\exp(-\beta e)\) out of the Boltzmann sum and takes the logarithm. `bound_eq_of_shifts` collects the constants; this equality needs only \(\beta\ne0\) and weights summing to one, whatever their signs.

```lean
/-- Adding a constant energy `e` to a Hermitian Hamiltonian on a nonzero state space raises
its free energy by `e`, at nonzero `β`. -/
theorem freeEnergy_shift [Nonempty n] {β : ℝ} (hβ : β ≠ 0) {H : Matrix n n ℂ}
    (hH : H.IsHermitian) (e : ℝ) :
    freeEnergy β (H + e • (1 : Matrix n n ℂ)) = freeEnergy β H + e := by
  obtain ⟨U, E, hU, hS⟩ := exists_eigenbasis hH
  have hd : diagonal (fun i => ((E i + e : ℝ) : ℂ))
      = diagonal (fun i => (E i : ℂ)) + e • (1 : Matrix n n ℂ) := by
    ext i j
    rcases eq_or_ne i j with rfl | h
    · simp
    · simp [h]
  have h1 : H + e • (1 : Matrix n n ℂ)
      = U * diagonal (fun i => ((E i + e : ℝ) : ℂ)) * star U := by
    rw [hd, Matrix.mul_add, Matrix.add_mul, ← hS, Matrix.mul_smul, Matrix.smul_mul,
      Matrix.mul_one, hU]
  have h2 : partitionFunction β (H + e • (1 : Matrix n n ℂ))
      = Real.exp (-β * e) * partitionFunction β H := by
    rw [partitionFunction_eq_sum β hU h1, partitionFunction_eq_sum β hU hS, Finset.mul_sum]
    refine Finset.sum_congr rfl fun i _ => ?_
    rw [← Real.exp_add]
    exact congrArg Real.exp (by ring)
  rw [freeEnergy, freeEnergy, h2,
    Real.log_mul (Real.exp_pos _).ne' (partitionFunction_pos β hH).ne', Real.log_exp]
  field_simp
  ring

/-- The bound is an equality when the clusters share one Hermitian Hamiltonian up to constant
energy shifts `e c`, for weights summing to one and nonzero `β`. -/
theorem bound_eq_of_shifts [Nonempty n] {β : ℝ} (hβ : β ≠ 0) (p e : ι → ℝ)
    {H : Matrix n n ℂ} (hH : H.IsHermitian) (hp1 : ∑ c, p c = 1) :
    ∑ c, p c * freeEnergy β (H + e c • (1 : Matrix n n ℂ))
      = freeEnergy β (∑ c, p c • (H + e c • (1 : Matrix n n ℂ))) := by
  have h : ∑ c, p c • (H + e c • (1 : Matrix n n ℂ))
      = H + (∑ c, p c * e c) • (1 : Matrix n n ℂ) := by
    simp only [smul_add, smul_smul, Finset.sum_add_distrib, ← Finset.sum_smul, hp1, one_smul]
  rw [h, freeEnergy_shift hβ hH]
  simp only [freeEnergy_shift hβ hH, mul_add, Finset.sum_add_distrib, ← Finset.sum_mul,
    hp1, one_mul]

end

end ThermalAndersonBound
```

```lean
#print axioms ThermalAndersonBound.cluster_decomposition_bound
#print axioms ThermalAndersonBound.bound_eq_of_shifts
```

```
'ThermalAndersonBound.cluster_decomposition_bound' depends on axioms: [propext, Classical.choice, Quot.sound]
'ThermalAndersonBound.bound_eq_of_shifts' depends on axioms: [propext, Classical.choice, Quot.sound]
```

**Q:** So does this capture the physics I care about, including Anderson's ground-state bound?

**A:** It gives a lower bound for interacting Hubbard or Heisenberg models on finite lattices, against which an approximate free energy can be checked. For electrons, the matrices must act on one common finite space, such as the sector of fixed total particle number. There the idle sites don't simply multiply \(Z\) by a constant, as the idle spin did: \(Z(H_c)\) sums over all ways of sharing the electrons between the cluster and the idle sites. Anderson's bound concerns ground-state energies, the limit \(\beta\to\infty\) of this inequality; the theorems stay at finite \(\beta\), and they take no thermodynamic limit either.
